# A linear form that vanishes on all plane-wave coefficient vectors of real Γ-point functions is zero

At the Γ point, a real function has plane-wave coefficients satisfying c(−G) = c(G)*. The theorem takes a finite index set `S`, with any involution `σ` in the role of G ↦ −G, and a complex vector `f`. It states that if the sum ∑ f(G) d(G), with no conjugate on `f`, vanishes for every `d` obeying this reality condition, normalised or not, then `f` = 0. The attempt tests the hypothesis on two such vectors, f* + f∘σ and i(f* − f∘σ), and combines the results to get ∑ f(G) f(G)* = 0. It then concludes with a Mathlib lemma saying that a vector whose dot product with its own conjugate is zero must itself be zero.

As first written in Lean, the proof fails:

```lean
import Mathlib

open Matrix ComplexConjugate
open scoped ComplexOrder

namespace GammaPointTimeOdd

noncomputable section

variable {S ι : Type*} [Fintype S] {σ : S → S}

/-- Plane-wave coefficients with `c(-G) = conj c(G)`; the map `σ` plays the role of `G ↦ -G`. -/
def IsGammaReal (σ : S → S) (c : S → ℂ) : Prop :=
  ∀ G, c (σ G) = conj (c G)

/-- A linear form on coefficient vectors that vanishes on all Gamma-real vectors is zero. -/
theorem eq_zero_of_gammaReal (hσ : Function.Involutive σ) (f : S → ℂ)
    (h : ∀ d, IsGammaReal σ d → ∑ G, f G * d G = 0) : f = 0 := by
  -- test on the two Gamma-real parts of conj f
  have h1 : ∑ G, f G * (conj (f G) + f (σ G)) = 0 :=
    h (fun G => conj (f G) + f (σ G)) (by
      intro G
      simp only [map_add, Complex.conj_conj, hσ G]
      ring)
  have h2 : ∑ G, f G * (Complex.I * (conj (f G) - f (σ G))) = 0 :=
    h (fun G => Complex.I * (conj (f G) - f (σ G))) (by
      intro G
      simp only [map_mul, map_sub, Complex.conj_I, Complex.conj_conj, hσ G]
      ring)
  have e : ∑ G, f G * conj (f G) = (1 / 2) * ∑ G, f G * (conj (f G) + f (σ G))
      + (-Complex.I / 2) * ∑ G, f G * (Complex.I * (conj (f G) - f (σ G))) := by
    rw [Finset.mul_sum, Finset.mul_sum, ← Finset.sum_add_distrib]
    refine Finset.sum_congr rfl fun G _ => ?_
    linear_combination (1 / 2) * f G * (conj (f G) - f (σ G)) * Complex.I_sq
  rw [h1, h2, mul_zero, mul_zero, add_zero] at e
  exact dotProduct_star_self_eq_zero.mp (show f ⬝ᵥ star f = 0 from e)

end

end GammaPointTimeOdd
```

The error:

```
Main.lean:36:41: error: Type mismatch
  this
has type
  f ⬝ᵥ star f = 0
but is expected to have type
  star f ⬝ᵥ f = 0
```

The change, after which it compiles:

```diff
@@ -34,5 +34,6 @@
     linear_combination (1 / 2) * f G * (conj (f G) - f (σ G)) * Complex.I_sq
   rw [h1, h2, mul_zero, mul_zero, add_zero] at e
-  exact dotProduct_star_self_eq_zero.mp (show f ⬝ᵥ star f = 0 from e)
+  exact dotProduct_star_self_eq_zero.mp
+    ((dotProduct_comm (star f) f).trans (show f ⬝ᵥ star f = 0 from e))
 
 end
```

What went wrong. The error concerns only the order of the factors in the last step. The forward direction of `dotProduct_star_self_eq_zero` expects a proof of `star f ⬝ᵥ f = 0`, with the conjugated vector on the left. The attempt supplies `f ⬝ᵥ star f = 0`, the order in which `e` has its products. Over ℂ the two dot products are equal, but that equality rests on commutativity of multiplication, which Lean does not apply by itself when it checks whether a term has the expected type. Hence the type mismatch.

The repair keeps the lemma and the `show` term, and puts the missing step between them. `dotProduct_comm (star f) f` proves `star f ⬝ᵥ f = f ⬝ᵥ star f`, and `.trans` chains this with the proof that the right-hand side is zero. The result is `star f ⬝ᵥ f = 0`, exactly what the lemma expects.
